# Zone-centre curvatures of two in-plane hole branches, with and without strain

A thin film of a cubic semiconductor, grown coherently on a (001) substrate with a different lattice constant, is strained in its plane, and the strain separates the heavy- and light-hole energies at the zone centre. Tension and compression separate them in opposite order. How does the in-plane curvature of each branch respond to the sign of the strain, and what happens when the strain vanishes?

## Two bands with strain on the diagonal

Let $k$ be the in-plane wave number along a fixed direction and $z$ half the signed strain splitting. The real coefficients $g_1,g_2,g_3$ include the factor $\hbar^2/2m_0$, with $m_0$ the free-electron mass: $g_1$ gives the common dispersion, $g_2$ half the difference between the two diagonal dispersions, and $g_3$ the mixing of the bands. Hole energy is counted upwards.

```lean
import Mathlib

open Filter Topology

namespace StrainedHoleBranches

noncomputable section

/-- The square of half the splitting between the two hole branches at in-plane wave number `k`,
for strain splitting parameter `z`. -/
def gapSq (z g₂ g₃ k : ℝ) : ℝ := (z + g₂ * k ^ 2) ^ 2 + 3 * g₃ ^ 2 * k ^ 4

/-- The hole branch `g₁ k² + s √((z + g₂ k²)² + 3 g₃² k⁴)`; the upper branch has `s = 1`,
the lower one `s = -1`. -/
def branch (s g₁ z g₂ g₃ k : ℝ) : ℝ := g₁ * k ^ 2 + s * √(gapSq z g₂ g₃ k)

/-- The two-band Hamiltonian of strained holes at in-plane wave number `k`, with strain on the
diagonal and band mixing off the diagonal. -/
def holeBlock (g₁ z g₂ g₃ k : ℝ) : Matrix (Fin 2) (Fin 2) ℝ :=
  !![g₁ * k ^ 2 + (z + g₂ * k ^ 2), √3 * g₃ * k ^ 2;
     √3 * g₃ * k ^ 2, g₁ * k ^ 2 - (z + g₂ * k ^ 2)]
```

The characteristic equation of `holeBlock` is
$$(E-g_1k^2)^2-(z+g_2k^2)^2-3g_3^2k^4=0,$$
so, with $s=\pm1$ for the upper and lower branch,
$$E_s(k)=g_1k^2+s\sqrt{R(k)},\qquad R(k)=(z+g_2k^2)^2+3g_3^2k^4.$$
In Lean, $R$ is `gapSq` and $E_s$ is `branch s`. The block is assumed, not derived from a larger Hamiltonian; it omits split-off coupling, confinement and terms linear in $k$, any of which can change the curvatures.

The curvature is required to be a genuine second derivative. `HasCurvature E c` says that $E$ is differentiable near $0$, with zero slope at $0$, and that the slope has derivative $c$ there.

```lean
/-- The band `E` is differentiable near `k = 0`, has zero slope at `k = 0`, and its slope has
derivative `c` there. -/
def HasCurvature (E : ℝ → ℝ) (c : ℝ) : Prop :=
  ∃ E' : ℝ → ℝ, (∀ᶠ k in 𝓝 0, HasDerivAt E (E' k) k) ∧ E' 0 = 0 ∧ HasDerivAt E' c 0
```

The determinant theorem confirms the factorisation, using the squares of the two roots $\sqrt{R}$ and $\sqrt3$. The next lemma identifies $c$ with Lean's iterated derivative.

```lean
/-- The characteristic determinant of the two-band Hamiltonian factors into the upper and the
lower hole branch. -/
theorem det_holeBlock (g₁ z g₂ g₃ k E : ℝ) :
    (E • (1 : Matrix (Fin 2) (Fin 2) ℝ) - holeBlock g₁ z g₂ g₃ k).det =
      (E - branch 1 g₁ z g₂ g₃ k) * (E - branch (-1) g₁ z g₂ g₃ k) := by
  have hr : √(gapSq z g₂ g₃ k) ^ 2 = (z + g₂ * k ^ 2) ^ 2 + 3 * g₃ ^ 2 * k ^ 4 :=
    Real.sq_sqrt (by unfold gapSq; positivity)
  have h3 : √(3 : ℝ) ^ 2 = 3 := Real.sq_sqrt (by norm_num)
  simp [Matrix.det_fin_two, holeBlock, branch]
  linear_combination hr - g₃ ^ 2 * k ^ 4 * h3

/-- The curvature of a band at `k = 0` is its second derivative there. -/
theorem HasCurvature.deriv_deriv {E : ℝ → ℝ} {c : ℝ} (h : HasCurvature E c) :
    deriv (deriv E) 0 = c := by
  obtain ⟨E', h1, _, h2⟩ := h
  have e : deriv E =ᶠ[𝓝 0] E' := h1.mono fun k hk => hk.deriv
  rw [e.deriv_eq, h2.deriv]
```

## Nonzero strain, $z\neq0$

Physically, the two bands are separated at $k=0$. By hand, this permits differentiating the square root, because $R(0)=z^2>0$. Expanding,
$$R=z^2+2zg_2k^2+(g_2^2+3g_3^2)k^4,$$
$$R'=k\left[4g_2(z+g_2k^2)+12g_3^2k^2\right].$$
Hence $E_s'=2g_1k+sR'/(2\sqrt R)=kF(k)$, where
$$F(k)=2g_1+s\,\frac{2g_2(z+g_2k^2)+6g_3^2k^2}{\sqrt{R(k)}}.$$
The derivative of $kF(k)$ at $0$ is $F(0)$, and $\sqrt{R(0)}=|z|$, so
$$E_s''(0)=2g_1+2s g_2\frac{z}{|z|}=2\bigl(g_1+s\,\mathrm{sign}(z)\,g_2\bigr).$$
The mixing $g_3$ has dropped out, as has the magnitude of the strain.

```lean
/-- A slope of the form `k F(k)`, with `F` differentiable at `k = 0`, has derivative `F(0)`
there. -/
theorem hasDerivAt_mul_factor {F : ℝ → ℝ} (hF : DifferentiableAt ℝ F 0) :
    HasDerivAt (fun k => k * F k) (F 0) 0 :=
  ((hasDerivAt_id' (0 : ℝ)).fun_mul hF.hasDerivAt).congr_deriv (by ring)

/-- Under nonzero strain the branch with sign `s` has curvature `2 (g₁ + s sign(z) g₂)` at the
zone centre. -/
theorem curvature_strained (s g₁ g₂ g₃ : ℝ) {z : ℝ} (hz : z ≠ 0) :
    HasCurvature (branch s g₁ z g₂ g₃) (2 * (g₁ + s * (Real.sign z * g₂))) := by
  have h0 : gapSq z g₂ g₃ 0 = z ^ 2 := by simp [gapSq]
  have hne : gapSq z g₂ g₃ 0 ≠ 0 := by rw [h0]; exact pow_ne_zero 2 hz
  have h2 : ∀ k : ℝ, HasDerivAt (fun x : ℝ => x ^ 2) (2 * k) k := fun k => by
    simpa using hasDerivAt_pow 2 k
  have h4 : ∀ k : ℝ, HasDerivAt (fun x : ℝ => x ^ 4) (4 * k ^ 3) k := fun k => by
    simpa using hasDerivAt_pow 4 k
  have e : gapSq z g₂ g₃ =
      fun x => z ^ 2 + 2 * z * g₂ * x ^ 2 + (g₂ ^ 2 + 3 * g₃ ^ 2) * x ^ 4 := by
    funext x
    unfold gapSq
    ring
  have hR : ∀ k, HasDerivAt (gapSq z g₂ g₃)
      (k * (4 * g₂ * (z + g₂ * k ^ 2) + 12 * g₃ ^ 2 * k ^ 2)) k := fun k => by
    rw [e]
    exact ((((h2 k).const_mul (2 * z * g₂)).const_add (z ^ 2)).fun_add
      ((h4 k).const_mul (g₂ ^ 2 + 3 * g₃ ^ 2))).congr_deriv (by ring)
  -- the slope is `k` times a factor that is smooth at the zone centre
  refine ⟨fun k => k * (2 * g₁ + s * ((2 * g₂ * (z + g₂ * k ^ 2) + 6 * g₃ ^ 2 * k ^ 2)
    / √(gapSq z g₂ g₃ k))), ?_, by simp, ?_⟩
  · filter_upwards [(hR 0).continuousAt.eventually_ne hne] with k hk
    exact (((h2 k).const_mul g₁).fun_add (((hR k).sqrt hk).const_mul s)).congr_deriv (by ring)
  · have hS : DifferentiableAt ℝ (fun k => √(gapSq z g₂ g₃ k)) 0 :=
      ((hR 0).sqrt hne).differentiableAt
    have hS0 : √(gapSq z g₂ g₃ 0) ≠ 0 := by
      rw [h0, Real.sqrt_sq_eq_abs]
      exact abs_ne_zero.mpr hz
    have hN : DifferentiableAt ℝ
        (fun k : ℝ => 2 * g₂ * (z + g₂ * k ^ 2) + 6 * g₃ ^ 2 * k ^ 2) 0 := by fun_prop
    have hF : DifferentiableAt ℝ (fun k : ℝ => 2 * g₁ + s *
        ((2 * g₂ * (z + g₂ * k ^ 2) + 6 * g₃ ^ 2 * k ^ 2) / √(gapSq z g₂ g₃ k))) 0 :=
      (differentiableAt_const (2 * g₁)).add ((hN.div hS hS0).const_mul s)
    -- at the zone centre only the sign of the strain survives
    have hq : z / |z| = Real.sign z := by
      rcases lt_or_gt_of_ne hz with h | h
      · rw [abs_of_neg h, Real.sign_of_neg h, div_neg, div_self hz]
      · rw [abs_of_pos h, Real.sign_of_pos h, div_self hz]
    have hval : 2 * g₁ + s * ((2 * g₂ * (z + g₂ * (0 : ℝ) ^ 2) + 6 * g₃ ^ 2 * (0 : ℝ) ^ 2)
        / √(gapSq z g₂ g₃ 0)) = 2 * (g₁ + s * (Real.sign z * g₂)) := by
      rw [h0, Real.sqrt_sq_eq_abs]
      linear_combination 2 * s * g₂ * hq
    exact (hasDerivAt_mul_factor hF).congr_deriv hval
```

The proof uses `hz` in the same places. It makes $R(0)$ nonzero, continuity extends this to nearby $k$, and the chain rule then gives the slope there. It also makes the denominator of $F$ nonzero at $0$ and turns $z/|z|$ into `Real.sign z`.

## Zero strain, $z=0$

Without strain the bands touch at $k=0$, and the argument above fails because $R(0)=0$. The root is instead exact: $R=(g_2^2+3g_3^2)k^4$, so
$$E_s=\left(g_1+s\sqrt{g_2^2+3g_3^2}\right)k^2,$$
$$E_s''(0)=2\left(g_1+s\sqrt{g_2^2+3g_3^2}\right).$$
Mixing now contributes to the curvature. When $g_3\neq0$, the strained values therefore do not tend to the unstrained ones as $z\to0$.

```lean
/-- Without strain each branch is an exact parabola in `k`. -/
theorem branch_unstrained (s g₁ g₂ g₃ k : ℝ) :
    branch s g₁ 0 g₂ g₃ k = (g₁ + s * √(g₂ ^ 2 + 3 * g₃ ^ 2)) * k ^ 2 := by
  have h : gapSq 0 g₂ g₃ k = (g₂ ^ 2 + 3 * g₃ ^ 2) * (k ^ 2) ^ 2 := by
    unfold gapSq
    ring
  rw [branch, h, Real.sqrt_mul (by positivity), Real.sqrt_sq (sq_nonneg k)]
  ring

/-- Without strain the branch with sign `s` has curvature `2 (g₁ + s √(g₂² + 3 g₃²))` at the
zone centre. -/
theorem curvature_unstrained (s g₁ g₂ g₃ : ℝ) :
    HasCurvature (branch s g₁ 0 g₂ g₃) (2 * (g₁ + s * √(g₂ ^ 2 + 3 * g₃ ^ 2))) := by
  rw [funext (branch_unstrained s g₁ g₂ g₃)]
  generalize g₁ + s * √(g₂ ^ 2 + 3 * g₃ ^ 2) = c
  refine ⟨fun k => 2 * c * k, Eventually.of_forall fun k => ?_, by simp, ?_⟩
  · have h2 : HasDerivAt (fun x : ℝ => x ^ 2) (2 * k) k := by simpa using hasDerivAt_pow 2 k
    exact (h2.const_mul c).congr_deriv (by ring)
  · exact ((hasDerivAt_id' (0 : ℝ)).const_mul (2 * c)).congr_deriv (by ring)
```

The first theorem pulls $k^2$ out of the root; the second differentiates the parabola twice. The main theorem collects both cases for $s=\pm1$.

```lean
/-- Zone-centre curvatures of the upper and lower hole branches: `2 (g₁ ± sign(z) g₂)` under
nonzero strain, and `2 (g₁ ± √(g₂² + 3 g₃²))` without strain. -/
theorem hole_branch_curvatures (g₁ z g₂ g₃ : ℝ) :
    (z ≠ 0 → HasCurvature (branch 1 g₁ z g₂ g₃) (2 * (g₁ + Real.sign z * g₂)) ∧
      HasCurvature (branch (-1) g₁ z g₂ g₃) (2 * (g₁ - Real.sign z * g₂))) ∧
    (z = 0 → HasCurvature (branch 1 g₁ z g₂ g₃) (2 * (g₁ + √(g₂ ^ 2 + 3 * g₃ ^ 2))) ∧
      HasCurvature (branch (-1) g₁ z g₂ g₃) (2 * (g₁ - √(g₂ ^ 2 + 3 * g₃ ^ 2)))) := by
  constructor
  · intro hz
    have hp := curvature_strained 1 g₁ g₂ g₃ hz
    have hm := curvature_strained (-1) g₁ g₂ g₃ hz
    rw [one_mul] at hp
    rw [neg_one_mul, ← sub_eq_add_neg] at hm
    exact ⟨hp, hm⟩
  · rintro rfl
    have hp := curvature_unstrained 1 g₁ g₂ g₃
    have hm := curvature_unstrained (-1) g₁ g₂ g₃
    rw [one_mul] at hp
    rw [neg_one_mul, ← sub_eq_add_neg] at hm
    exact ⟨hp, hm⟩
```

## Positive band difference, $g_2>0$

This condition says that the band whose strain energy is $+z$ has the larger diagonal curvature. For $z\neq0$,
$$E_+''(0)-E_-''(0)=4\,\mathrm{sign}(z)\,g_2,$$
which is positive exactly when $z>0$. The proof substitutes the two curvatures, splits on the sign of $z$, and uses `hg` in the final linear inequalities. With $g_2=0$ the curvatures coincide; with $g_2<0$ the order is opposite.

```lean
/-- For `g₂ > 0` and nonzero strain, the upper branch has the larger zone-centre curvature
exactly when `z` is positive. -/
theorem curvature_order_iff (g₁ g₃ : ℝ) {z g₂ : ℝ} (hz : z ≠ 0) (hg : 0 < g₂) :
    deriv (deriv (branch (-1) g₁ z g₂ g₃)) 0 < deriv (deriv (branch 1 g₁ z g₂ g₃)) 0 ↔
      0 < z := by
  obtain ⟨hp, hm⟩ := (hole_branch_curvatures g₁ z g₂ g₃).1 hz
  rw [hp.deriv_deriv, hm.deriv_deriv]
  rcases lt_or_gt_of_ne hz with h | h
  · rw [Real.sign_of_neg h]
    constructor <;> intro h' <;> linarith
  · rw [Real.sign_of_pos h]
    constructor <;> intro h' <;> linarith
```

Exchange under strain reversal needs only $z\neq0$: since $\mathrm{sign}(-z)=-\mathrm{sign}(z)$, replacing $z$ by $-z$ has the same effect on the curvature as replacing $s$ by $-s$. The proof checks both signs of $z$.

```lean
/-- Reversing a nonzero strain gives the branch with sign `s` the zone-centre curvature that the
branch with sign `-s` had before. -/
theorem curvature_strain_reversal (s g₁ g₂ g₃ : ℝ) {z : ℝ} (hz : z ≠ 0) :
    deriv (deriv (branch s g₁ (-z) g₂ g₃)) 0 = deriv (deriv (branch (-s) g₁ z g₂ g₃)) 0 := by
  rw [(curvature_strained s g₁ g₂ g₃ (neg_ne_zero.mpr hz)).deriv_deriv,
    (curvature_strained (-s) g₁ g₂ g₃ hz).deriv_deriv]
  rcases lt_or_gt_of_ne hz with h | h
  · rw [Real.sign_of_neg h, Real.sign_of_pos (neg_pos.mpr h)]
    ring
  · rw [Real.sign_of_pos h, Real.sign_of_neg (neg_lt_zero.mpr h)]
    ring

end

end StrainedHoleBranches
```

The effective mass is $\hbar^2/E''(0)$, so if $g_1>|g_2|$ both strained masses are positive and the larger curvature belongs to the lighter hole. In this two-band bulk model with $g_1>|g_2|$ and $g_2\neq0$, the sign of a nonzero strain thus decides which branch has the lighter in-plane mass at the zone centre.

```lean
#print axioms StrainedHoleBranches.det_holeBlock
#print axioms StrainedHoleBranches.hole_branch_curvatures
#print axioms StrainedHoleBranches.curvature_order_iff
#print axioms StrainedHoleBranches.curvature_strain_reversal
```

```
'StrainedHoleBranches.det_holeBlock' depends on axioms: [propext, Classical.choice, Quot.sound]
'StrainedHoleBranches.hole_branch_curvatures' depends on axioms: [propext, Classical.choice, Quot.sound]
'StrainedHoleBranches.curvature_order_iff' depends on axioms: [propext, Classical.choice, Quot.sound]
'StrainedHoleBranches.curvature_strain_reversal' depends on axioms: [propext, Classical.choice, Quot.sound]
```
